# A nonnegative pair density on a six-site ring whose hole sums to −1 but which no three-particle ensemble has

A model pair density that is checked only for nonnegativity and for the sum rule of its hole can pass both checks and still describe no state at all. Observables computed from it may then take impossible values, such as a negative mean square. This happens already for three particles on a ring of six sites, with density $1/2$ on every site and pair densities $1/4$, $0$, $1/2$ at separations 1, 2, 3.

For spinless fermions with one orbital per site, the probabilities that a three-particle state, pure or mixed, assigns to the possible sets of occupied sites form an ensemble of the kind used below. In this six-site model the obstruction therefore applies to quantum states too, and it concerns only the diagonal of the two-particle density matrix in the site basis.

```lean
import Mathlib

open Finset

namespace RingHoleRepresentability

noncomputable section
```

## Ensembles on the ring

The sites are $0,\dots,5$ with addition modulo 6, which is the arithmetic of `Fin 6`. A configuration $T$ is the set of occupied sites, so no site holds two particles.

```lean
/-- A configuration is the set of occupied sites on a ring of six sites, labelled modulo 6. -/
abbrev Config := Finset (Fin 6)
```

The occupation number $n_x(T)$ is 1 if $x\in T$ and 0 otherwise. It is an integer, so that identities between occupation numbers can be checked by finite evaluation.

```lean
/-- The occupation number of site `x` in the configuration `T`. -/
def occ (T : Config) (x : Fin 6) : ℤ := if x ∈ T then 1 else 0
```

For real weights $p(T)$, the average of an observable $f$ is $\langle f\rangle=\sum_T p(T)f(T)$. The sum runs over all 64 configurations.

```lean
/-- The average of an integer-valued observable `f` with weights `p`. -/
def mean (p : Config → ℝ) (f : Config → ℤ) : ℝ := ∑ T, p T * (f T : ℝ)
```

The variance is $\langle f^2\rangle-\langle f\rangle^2$. For weights of mixed sign this expression can be negative.

```lean
/-- The variance of an observable: its mean square minus its squared mean. -/
def variance (p : Config → ℝ) (f : Config → ℤ) : ℝ :=
  mean p (fun T => f T ^ 2) - mean p f ^ 2
```

An ensemble has nonnegative weights with total 1, and they vanish unless $T$ contains exactly three particles.

```lean
/-- A three-particle ensemble: a probability distribution on three-site configurations. -/
structure IsEnsemble (p : Config → ℝ) : Prop where
  nonneg : ∀ T, 0 ≤ p T
  total : mean p (fun _ => 1) = 1
  particles : ∀ T, T.card ≠ 3 → p T = 0
```

## Pair densities and their hole

Let $a$, $b$, $c$ be the pair densities at ring distances 1, 2, 3. Since separations $d$ and $6-d$ are the same distance, the values for $d=0,\dots,5$ are $g(d)=0,a,b,c,b,a$.

```lean
/-- Pair densities `a`, `b`, `c` at ring distances 1, 2, 3, and zero on site. -/
def ringPair (a b c : ℝ) : Fin 6 → ℝ := ![0, a, b, c, b, a]
```

Weights realise these data if $\langle n_x\rangle=1/2$ for every $x$ and $\langle n_xn_{x+d}\rangle=g(d)$ for every $x$ and every $d\neq0$. Translation invariance is thus imposed on the densities, not on the weights. Positivity is not part of this condition; it belongs to `IsEnsemble`.

```lean
/-- The weights `p` have density 1/2 on every site and the prescribed pair densities. -/
structure Realises (p : Config → ℝ) (a b c : ℝ) : Prop where
  density : ∀ x, mean p (fun T => occ T x) = 1 / 2
  pair : ∀ x d, d ≠ 0 → mean p (fun T => occ T x * occ T (x + d)) = ringPair a b c d
```

Given a particle at $x$, the density of the other particles at $x+d$ is $g(d)/(1/2)$, which is zero at $d=0$. The hole is this conditional density minus the uncorrelated density, $h(d)=2g(d)-1/2$, and the on-site term is $h(0)=-1/2$.

```lean
/-- The hole at separation `d` from a particle: the conditional density of the other particles minus
the density 1/2. -/
def hole (a b c : ℝ) (d : Fin 6) : ℝ := ringPair a b c d / (1 / 2) - 1 / 2
```

The observable that exposes the bad pair density is the staggered density $S=\sum_x(-1)^xn_x$.

```lean
/-- The staggered density: particles on even sites minus particles on odd sites. -/
def staggered (T : Config) : ℤ :=
  (occ T 0 + occ T 2 + occ T 4) - (occ T 1 + occ T 3 + occ T 5)
```

Its square involves the pair counts $C_d(T)=\sum_x n_xn_{x+d}$. A pair at distance 3 is counted twice in $C_3$, once from each end.

```lean
/-- The number of sites `x` for which both `x` and `x + d` are occupied. -/
def count (T : Config) (d : Fin 6) : ℤ := ∑ x, occ T x * occ T (x + d)
```

Summing the hole over the ring gives
$$\sum_d h(d)=2(2a+2b+c)-3,$$
which equals $-1$ exactly when $2a+2b+c=1$.

```lean
/-- The hole sums to -1 exactly when the pair densities satisfy `2a + 2b + c = 1`. -/
theorem hole_sum_iff (a b c : ℝ) :
    ∑ d, hole a b c d = -1 ↔ 2 * a + 2 * b + c = 1 := by
  have e : ∑ d, hole a b c d = 2 * (2 * a + 2 * b + c) - 3 := by
    simp [Fin.sum_univ_six, hole, ringPair]
    ring
  rw [e]
  constructor <;> intro h <;> linarith
```

## Averaging identities and inequalities

Averages are linear because they are finite sums. This holds for weights of either sign.

```lean
/-- Averages respect sums, differences and integer multiples of observables. -/
theorem mean_linear (p : Config → ℝ) :
    (∀ f g : Config → ℤ, mean p (fun T => f T + g T) = mean p f + mean p g) ∧
    (∀ f g : Config → ℤ, mean p (fun T => f T - g T) = mean p f - mean p g) ∧
    (∀ (k : ℤ) (f : Config → ℤ), mean p (fun T => k * f T) = k * mean p f) := by
  refine ⟨fun f g => ?_, fun f g => ?_, fun k f => ?_⟩
  · simp [mean, mul_add, Finset.sum_add_distrib]
  · simp [mean, mul_sub, Finset.sum_sub_distrib]
  · unfold mean
    rw [Finset.mul_sum]
    refine Finset.sum_congr rfl fun T _ => ?_
    push_cast
    ring
```

Inequalities need more: let $p$ be a three-particle ensemble, so that its weights are nonnegative. If $f(T)\le g(T)$ for every three-particle $T$, then $p(T)f(T)\le p(T)g(T)$ for those $T$, and both sides vanish for all others. Summation gives $\langle f\rangle\le\langle g\rangle$. Here $f$ and $g$ are arbitrary observables.

```lean
/-- An inequality valid in every three-particle configuration survives averaging. -/
theorem mean_mono {p : Config → ℝ} (hp : IsEnsemble p) {f g : Config → ℤ}
    (h : ∀ T : Config, T.card = 3 → f T ≤ g T) : mean p f ≤ mean p g := by
  refine Finset.sum_le_sum fun T _ => ?_
  by_cases hT : T.card = 3
  · exact mul_le_mul_of_nonneg_left (by exact_mod_cast h T hT) (hp.nonneg T)
  · simp [hp.particles T hT]
```

For prescribed pair densities, each of the six sites contributes equally to a pair count, so $\langle C_d\rangle=6g(d)$ for $d\ne0$. The proof exchanges the sums over $x$ and $T$.

```lean
/-- The average pair count at a nonzero separation is six times the pair density. -/
theorem mean_count {p : Config → ℝ} {a b c : ℝ} (h : Realises p a b c)
    (d : Fin 6) (hd : d ≠ 0) : mean p (fun T => count T d) = 6 * ringPair a b c d := by
  have e : mean p (fun T => count T d)
      = ∑ x, mean p (fun T => occ T x * occ T (x + d)) := by
    simp only [mean, count, Int.cast_sum, Finset.mul_sum]
    exact Finset.sum_comm
  rw [e, Finset.sum_congr rfl fun x _ => h.pair x d hd]
  simp
```

## The variance fixed by the pair densities

The mean of $S$ is $3\cdot\tfrac12-3\cdot\tfrac12=0$. In the square, $n_x^2=n_x$, and a product at separation $d$ carries the sign $(-1)^d$. Since $C_5=C_1$ and $C_4=C_2$,
$$S^2=\sum_xn_x-2C_1+2C_2-C_3 .$$
Averaging gives
$$\langle S^2\rangle=3+6(2b-2a-c).$$
In the proof, `key` is the identity for $S^2$, checked on all configurations by `decide +kernel`; linearity and the averaged counts do the rest.

```lean
/-- The prescribed densities fix the mean and the variance of the staggered density,
for weights of either sign. -/
theorem staggered_variance {p : Config → ℝ} {a b c : ℝ} (h : Realises p a b c) :
    mean p staggered = 0 ∧ variance p staggered = 3 + 6 * (2 * b - 2 * a - c) := by
  obtain ⟨hadd, hsub, hmul⟩ := mean_linear p
  have h0 : mean p staggered = 0 := by
    change mean p (fun T => (occ T 0 + occ T 2 + occ T 4)
      - (occ T 1 + occ T 3 + occ T 5)) = 0
    simp only [hadd, hsub, h.density]
    norm_num
  refine ⟨h0, ?_⟩
  -- the square splits into the particle number and pair counts with alternating signs
  have key : ∀ T : Config, staggered T ^ 2 =
      (occ T 0 + occ T 1 + occ T 2 + occ T 3 + occ T 4 + occ T 5)
        + 2 * count T 2 - (2 * count T 1 + count T 3) := by decide +kernel
  have h1 : mean p (fun T => count T 1) = 6 * a := mean_count h 1 (by decide)
  have h2 : mean p (fun T => count T 2) = 6 * b := mean_count h 2 (by decide)
  have h3 : mean p (fun T => count T 3) = 6 * c := mean_count h 3 (by decide)
  unfold variance
  rw [h0]
  simp only [key, hadd, hsub, hmul, h.density, h1, h2, h3]
  push_cast
  ring
```

## Which pair densities are realisable

To build ensembles, take the six translates of each of $\{0,1,2\}$, $\{0,1,3\}$ and $\{0,2,4\}$. Give the three families total weights $u$, $v$, $w$, and spread each weight evenly over the translates. The last family has only two distinct members, each occurring three times.

```lean
/-- A mixture of the translates of {0,1,2}, {0,1,3} and {0,2,4} with weights `u`, `v`, `w`. -/
def mix (u v w : ℝ) (T : Config) : ℝ :=
  ∑ x : Fin 6, (u * (if T = {x, x + 1, x + 2} then 1 else 0)
    + v * (if T = {x, x + 1, x + 3} then 1 else 0)
    + w * (if T = {x, x + 2, x + 4} then 1 else 0)) / 6
```

The average of $f$ in this mixture is
$$\frac16\sum_x\bigl[u\,f(\{x,x+1,x+2\})+v\,f(\{x,x+1,x+3\})+w\,f(\{x,x+2,x+4\})\bigr].$$
In the proof the sums over $T$ and $x$ are exchanged, and each indicator then selects one configuration.

```lean
/-- Averages in the mixture are weighted averages over the three families of translates. -/
theorem mean_mix (u v w : ℝ) (f : Config → ℤ) :
    mean (mix u v w) f = (u * ((∑ x : Fin 6, f {x, x + 1, x + 2} : ℤ) : ℝ)
      + v * ((∑ x : Fin 6, f {x, x + 1, x + 3} : ℤ) : ℝ)
      + w * ((∑ x : Fin 6, f {x, x + 2, x + 4} : ℤ) : ℝ)) / 6 := by
  have h : ∀ S : Config, ∑ T : Config, (if T = S then (1 : ℝ) else 0) * (f T : ℝ) = f S := by
    intro S
    simp
  have e : mean (mix u v w) f = ∑ x : Fin 6, (u * (f {x, x + 1, x + 2} : ℝ)
      + v * (f {x, x + 1, x + 3} : ℝ) + w * (f {x, x + 2, x + 4} : ℝ)) / 6 := by
    simp only [mean, mix, Finset.sum_mul]
    rw [Finset.sum_comm]
    refine Finset.sum_congr rfl fun x _ => ?_
    rw [← h {x, x + 1, x + 2}, ← h {x, x + 1, x + 3}, ← h {x, x + 2, x + 4},
      Finset.mul_sum, Finset.mul_sum, Finset.mul_sum, ← Finset.sum_add_distrib,
      ← Finset.sum_add_distrib, Finset.sum_div]
    refine Finset.sum_congr rfl fun T _ => ?_
    ring
  rw [e]
  push_cast
  rw [← Finset.sum_div, Finset.sum_add_distrib, Finset.sum_add_distrib,
    Finset.mul_sum, Finset.mul_sum, Finset.mul_sum]
```

An ensemble with the prescribed densities exists if and only if
$$2a+2b+c=1,\qquad c\ge0,\qquad b\ge\tfrac16,\qquad a\ge\tfrac c2 .$$

For necessity, consider any three-particle configuration.

- There are $3\cdot2=6$ ordered pairs, so $2C_1+2C_2+C_3=6$.
- Counts are nonnegative, so $C_3\ge0$.
- Two of the three particles sit on sites of equal parity, hence at distance 2, so $C_2\ge1$.
- There is at most one opposite pair, so $C_3$ is 0 or 2. If it is 2, the third particle is next to one member of that pair, so $C_1\ge1$. In both cases $C_3\le2C_1$.

Averaging with $\langle C_1\rangle=6a$, $\langle C_2\rangle=6b$, $\langle C_3\rangle=6c$ yields the four conditions. In Lean these relations are `k`, and `mean_mono` averages them; the equality is averaged as two inequalities.

For sufficiency, the pair counts of the three families are:

| Configuration | $C_1$ | $C_2$ | $C_3$ |
|---|---|---|---|
| $\{0,1,2\}$ | 2 | 1 | 0 |
| $\{0,1,3\}$ | 1 | 1 | 2 |
| $\{0,2,4\}$ | 0 | 3 | 0 |

For fixed $x$ and $d\neq0$, the number of translates containing both $x$ and $x+d$ is the corresponding $C_d$. Hence
$$a=\frac{2u+v}{6},\qquad b=\frac{u+v+3w}{6},\qquad c=\frac{v}{3}.$$
Together with $u+v+w=1$, these equations give
$$u=3a-\tfrac{3c}{2},\qquad v=3c,\qquad w=3b-\tfrac12 .$$
The inequalities make these weights nonnegative, and the sum rule makes their total 1. Each site lies in three of the six translates of every family, so its density is $(u+v+w)/2=1/2$. The facts named `q` evaluate the particle numbers and the coverings.

```lean
/-- Pair densities `a`, `b`, `c` at half filling come from a three-particle ensemble exactly
when they obey the sum rule and three linear inequalities. -/
theorem realisable_iff (a b c : ℝ) :
    (∃ p, IsEnsemble p ∧ Realises p a b c) ↔
      2 * a + 2 * b + c = 1 ∧ 0 ≤ c ∧ 1 / 6 ≤ b ∧ c / 2 ≤ a := by
  constructor
  · rintro ⟨p, hp, h⟩
    obtain ⟨hadd, -, hmul⟩ := mean_linear p
    have h1 : mean p (fun T => count T 1) = 6 * a := mean_count h 1 (by decide)
    have h2 : mean p (fun T => count T 2) = 6 * b := mean_count h 2 (by decide)
    have h3 : mean p (fun T => count T 3) = 6 * c := mean_count h 3 (by decide)
    -- counting relations in each configuration, then averaged
    have k : ∀ T : Config, T.card = 3 →
        2 * count T 1 + 2 * count T 2 + count T 3 = 6 * 1 ∧ 0 * 1 ≤ count T 3 ∧
        1 ≤ count T 2 ∧ count T 3 ≤ 2 * count T 1 := by decide +kernel
    have i1 := mean_mono hp fun T hT => (k T hT).1.le
    have i2 := mean_mono hp fun T hT => (k T hT).1.ge
    have i3 := mean_mono hp fun T hT => (k T hT).2.1
    have i4 := mean_mono hp fun T hT => (k T hT).2.2.1
    have i5 := mean_mono hp fun T hT => (k T hT).2.2.2
    simp only [hadd, hmul, h1, h2, h3, hp.total] at i1 i2 i3 i4 i5
    push_cast at i1 i2 i3 i4 i5
    refine ⟨?_, ?_, ?_, ?_⟩ <;> linarith
  · rintro ⟨hs, hc, hb, ha⟩
    have hu : 0 ≤ 3 * a - 3 * c / 2 := by linarith
    have hv : 0 ≤ 3 * c := by linarith
    have hw : 0 ≤ 3 * b - 1 / 2 := by linarith
    refine ⟨mix (3 * a - 3 * c / 2) (3 * c) (3 * b - 1 / 2), ⟨?_, ?_, ?_⟩, ⟨?_, ?_⟩⟩
    · intro T
      refine Finset.sum_nonneg fun x _ => div_nonneg (add_nonneg (add_nonneg
        (mul_nonneg hu ?_) (mul_nonneg hv ?_)) (mul_nonneg hw ?_)) (by norm_num)
      all_goals split_ifs <;> norm_num
    · rw [mean_mix]
      have e : (∑ _x : Fin 6, (1 : ℤ)) = 6 := by decide
      rw [e]
      push_cast
      linarith
    · intro T hT
      have q : ∀ x : Fin 6, ({x, x + 1, x + 2} : Config).card = 3 ∧
          ({x, x + 1, x + 3} : Config).card = 3 ∧
          ({x, x + 2, x + 4} : Config).card = 3 := by decide +kernel
      refine Finset.sum_eq_zero fun x _ => ?_
      have n1 : T ≠ {x, x + 1, x + 2} := fun e => hT (by rw [e]; exact (q x).1)
      have n2 : T ≠ {x, x + 1, x + 3} := fun e => hT (by rw [e]; exact (q x).2.1)
      have n3 : T ≠ {x, x + 2, x + 4} := fun e => hT (by rw [e]; exact (q x).2.2)
      rw [if_neg n1, if_neg n2, if_neg n3]
      ring
    · intro x
      have q : ∀ x : Fin 6, ∑ y : Fin 6, occ {y, y + 1, y + 2} x = 3 ∧
          ∑ y : Fin 6, occ {y, y + 1, y + 3} x = 3 ∧
          ∑ y : Fin 6, occ {y, y + 2, y + 4} x = 3 := by decide +kernel
      rw [mean_mix, (q x).1, (q x).2.1, (q x).2.2]
      push_cast
      linarith
    · intro x d hd
      -- how often each family of translates covers a pair at separation d
      have q : ∀ x d : Fin 6, d ≠ 0 →
          ∑ y : Fin 6, occ {y, y + 1, y + 2} x * occ {y, y + 1, y + 2} (x + d)
            = (![0, 2, 1, 0, 1, 2] : Fin 6 → ℤ) d ∧
          ∑ y : Fin 6, occ {y, y + 1, y + 3} x * occ {y, y + 1, y + 3} (x + d)
            = (![0, 1, 1, 2, 1, 1] : Fin 6 → ℤ) d ∧
          ∑ y : Fin 6, occ {y, y + 2, y + 4} x * occ {y, y + 2, y + 4} (x + d)
            = (![0, 0, 3, 0, 3, 0] : Fin 6 → ℤ) d := by decide +kernel
      rw [mean_mix, (q x d hd).1, (q x d hd).2.1, (q x d hd).2.2]
      fin_cases d
      · exact absurd rfl hd
      all_goals
        simp [ringPair]
        linarith
```

As a numerical instance, the uniform distribution over all 20 three-particle configurations has $a=b=c=\frac{3\cdot2}{6\cdot5}=\frac15$. All four conditions hold, and the mixture has $u=\frac3{10}$, $v=\frac35$, $w=\frac1{10}$. It returns $a=(\frac35+\frac35)/6=\frac15$, and likewise $b=c=\frac15$. The variance formula gives $3-\frac65=\frac95$. Directly, $S^2$ is 1 in the first two families and 9 in the third, so the average is $\frac9{10}+\frac9{10}=\frac95$.

## The sum rule without a state

For $(a,b,c)=(\frac14,0,\frac12)$ the hole at $d=0,\dots,5$ is $-\frac12,0,-\frac12,\frac12,-\frac12,0$, with sum $-1$. The variance of $S$ would be
$$3+6\left(0-\tfrac12-\tfrac12\right)=-3 .$$
Its mean is zero, so this would also be $\langle S^2\rangle$, a sum of nonnegative terms in any ensemble. The proof derives exactly this contradiction, without using the criterion above.

```lean
/-- The pair densities 1/4, 0, 1/2 are nonnegative and their hole sums to -1, but no
three-particle ensemble at half filling has them. -/
theorem sum_rule_not_sufficient :
    (∀ d, 0 ≤ ringPair (1 / 4) 0 (1 / 2) d) ∧ ∑ d, hole (1 / 4) 0 (1 / 2) d = -1 ∧
      ¬ ∃ p, IsEnsemble p ∧ Realises p (1 / 4) 0 (1 / 2) := by
  refine ⟨?_, (hole_sum_iff _ _ _).2 (by norm_num), ?_⟩
  · intro d
    fin_cases d <;> simp [ringPair]
  · rintro ⟨p, hp, h⟩
    obtain ⟨h0, hv⟩ := staggered_variance h
    -- the variance would be -3, but a mean square is nonnegative
    have hn : 0 ≤ mean p (fun T => staggered T ^ 2) :=
      Finset.sum_nonneg fun T _ => mul_nonneg (hp.nonneg T)
        (by exact_mod_cast sq_nonneg (staggered T))
    unfold variance at hv
    rw [h0] at hv
    norm_num at hv
    linarith

end

end RingHoleRepresentability
```

Nonnegativity of the weights is what rules these values out. If it is dropped, the mixture with $u=0$, $v=\frac32$, $w=-\frac12$ has total weight 1, density $\frac12$ on every site, and pair densities $\frac14$, $0$, $\frac12$. Its "variance" is $\frac32\cdot1-\frac12\cdot9=-3$, as the formula requires.

The criterion is specific to six sites, three particles, uniform density and translation-invariant pair densities; other ring sizes and fillings are not treated here.

```lean
#print axioms RingHoleRepresentability.realisable_iff
-- 'RingHoleRepresentability.realisable_iff' depends on axioms: [propext, Classical.choice, Quot.sound]
#print axioms RingHoleRepresentability.sum_rule_not_sufficient
-- 'RingHoleRepresentability.sum_rule_not_sufficient' depends on axioms: [propext, Classical.choice, Quot.sound]
```
